# The signed g factor of a p1/2 doublet with moment qL + σ is (4q − 2)/3

Suppose a code leaves the orbital term out of the Zeeman operator and is then tested on the p1/2 doublet of a p shell. If the spin g factor is set to exactly 2, the computed splitting in a weak field is still right. With the orbital term the g factor is $2/3$, without it $-2/3$, and a splitting shows only the magnitude. The ideal $t_{2g}$ doublet misleads in a similar way: its g factor is $-2$, so it splits like a free spin with $g=2$, although its orbital moment is large. The signed value as a function of the orbital factor removes both ambiguities.

## The compressed moment is a multiple of the compressed J

Take one particle in a p shell with spin 1/2, a space of dimension six. Let $L_k$ be the orbital angular momentum in units of $\hbar$ and $\sigma_k$ the Pauli matrices, with $k=0,1,2$ for the axes $x,y,z$. Write

$$X=\sum_k L_k\sigma_k,\qquad P=\tfrac13(1-X),\qquad J_k=L_k+\tfrac12\sigma_k .$$

$P$ is the projector on the doublet with total angular momentum 1/2. For every real $q$ and every axis $k$,

$$P\,(qL_k+\sigma_k)\,P=\frac{4q-2}{3}\;PJ_kP .$$

A g factor is here a real number $g$ with $P(qL_k+\sigma_k)P=g\,PJ_kP$ for all three axes. There is exactly one, $g=(4q-2)/3$.

The orbital factor $q$ selects the physical case. A free p shell has $q=1$ and $g=2/3$. Within a $t_{2g}$ shell the orbital momentum of the d electrons acts as minus that of a p shell, so the ideal case is $q=-1$, with $g=-2$. Covalent bonding spreads the orbitals onto the ligands and weakens the orbital moment, which is modelled by $q=-\kappa$ with a reduction factor $\kappa\ge 0$. Then $|g|=(4\kappa+2)/3$, and a smaller $\kappa$ gives a smaller magnitude.

## A signed reference value for g-tensor routines

For a two-component code that computes g tensors, the identity supplies a reference value in the limit of a single particle in an isolated shell, with no mixing between the doublet and the $j=3/2$ quartet. The value belongs to the Zeeman operator $qL_k+\sigma_k$ as it stands. Relativistic corrections to this operator, which a two-component method may include, shift the g factor and have to be switched off for the test.

The comparison should be made between matrices, not between eigenvalues. Let the two columns of $U$ be orthonormal spinors that span the doublet, so that $P=UU^\dagger$. Multiplying the identity by $U^\dagger$ from the left and $U$ from the right gives

$$U^\dagger(qL_k+\sigma_k)U=\frac{4q-2}{3}\,U^\dagger J_kU .$$

This holds for any choice of basis in the doublet, provided that both sides use the same $U$. The arbitrary phases and rotations that a diagonaliser returns therefore do no harm, and the sign survives.

Three values of $q$ make a useful set. At $q=1$ and $q=0$ the results differ only in sign, which exposes a missing orbital term. At $q=2$ the operator is $2J_k$, so the factor must be 2 whatever the projector does. If the code builds $J_k$ independently of the moment, this tests the relative weight of $L_k$ and $\sigma_k$ in the moment; if both are built from the same matrices, a wrong scale of $L_k$ cancels and goes unnoticed.

## Derivation from the square of L·σ

**The projector.** The Pauli matrices satisfy $\sigma_j\sigma_k=\delta_{jk}+i\sum_l\varepsilon_{jkl}\sigma_l$ and commute with the orbital matrices. With $\sum_k L_k^2=2$ and $L\times L=iL$,

$$X^2=\sum_{j,k}L_jL_k\,\sigma_j\sigma_k=\sum_kL_k^2+i\,(L\times L)\cdot\sigma=2-X .$$

It follows that

$$XP=\tfrac13(X-X^2)=\tfrac13(2X-2)=-2P,$$

and in the same way $PX=-2P$. Then $P^2=\tfrac13(P-XP)=\tfrac13(P+2P)=P$. Since $L_k$ and $\sigma_k$ are Hermitian and commute, $X$ and $P$ are Hermitian. The trace of $X$ is $\sum_k\operatorname{tr}L_k\operatorname{tr}\sigma_k=0$, so $\operatorname{tr}P=6/3=2$. Finally $J^2=2+\tfrac34+X$, which is $\tfrac34$ where $X=-2$, as it should be for $j=1/2$.

**Orbital part against spin part.** From $\sigma_j\sigma_k+\sigma_k\sigma_j=2\delta_{jk}$,

$$X\sigma_k+\sigma_kX=\sum_jL_j(\sigma_j\sigma_k+\sigma_k\sigma_j)=2L_k .$$

Put $P$ on both sides and use $PX=XP=-2P$. The left side becomes $-4P\sigma_kP$, hence

$$PL_kP=-2\,P\sigma_kP .$$

**The factor.** Insert this in both operators:

$$PJ_kP=\left(-2+\tfrac12\right)P\sigma_kP=-\tfrac32P\sigma_kP,$$

$$P(qL_k+\sigma_k)P=(1-2q)\,P\sigma_kP=\frac{4q-2}{3}\,PJ_kP .$$

**Uniqueness.** If $PJ_kP$ vanished on all axes, any number would serve as a g factor. To exclude this, first multiply the anticommutator by $P$ from the right only, which gives $X\sigma_kP=2L_kP+2\sigma_kP$. Then

$$P\sigma_kP=\tfrac13(\sigma_kP-X\sigma_kP)=-\tfrac23\left(L_k+\tfrac12\sigma_k\right)P=-\tfrac23J_kP,$$

and so $PJ_kP=J_kP$. One matrix element of $J_2P$ is now enough. From the explicit matrices,

$$P|x{\uparrow}\rangle=\tfrac13\left(|x{\uparrow}\rangle-i|y{\uparrow}\rangle-|z{\downarrow}\rangle\right).$$

With $\langle x|L_2|y\rangle=-i$,

$$\langle x{\uparrow}|J_2P|x{\uparrow}\rangle=\tfrac12\cdot\tfrac13+(-i)\cdot\left(-\tfrac i3\right)=\tfrac16-\tfrac13=-\tfrac16 .$$

So $PJ_2P\neq0$. If $g$ is a g factor, then $\left(\tfrac{4q-2}{3}-g\right)PJ_2P=0$, and the bracket is zero.

**Covalent reduction.** For $q=-\kappa$ the factor is $g=-(4\kappa+2)/3$, which is negative for $\kappa\ge0$. For $0\le\kappa'<\kappa$, with $g'$ the factor that belongs to $\kappa'$, one has $|g|-|g'|=\tfrac43(\kappa-\kappa')>0$.

## The Lean file and its proof steps

The lemmas follow the derivation in order, with one change of method at the start. `X_sq` does not use the commutation relations. It writes $X$ as a sum of Kronecker products through `X_eq` and compares the two $6\times6$ matrices entry by entry, with `fin_cases` listing the index values. `X_on_P` and `P_projector` then expand $P$ and substitute `X_sq`; the tactic `module` compares the coefficients that remain. The Hermitian property and the trace are reduced to those of the small orbital and Pauli matrices.

`X_anticomm` checks the Pauli anticommutators by entries and keeps the single surviving term of the sum with `Finset.sum_eq_single`. In `P_L_P` the hypothesis `h` is the anticommutator between two projectors, regrouped by `noncomm_ring`. After $XP$ and $PX$ have been replaced by $-2P$, `linear_combination` divides by the factor. `projected_moment` expresses everything through $P\sigma_kP$ and leaves the comparison of coefficients to `module`.

`P_J_P` is the one-sided calculation, and `P_Jz_P_ne_zero` evaluates the element $-1/6$. In `isGFactor_iff`, `smul_left_injective` cancels the nonzero matrix $PJ_2P$. The last two theorems are substitutions into that equivalence, followed by arithmetic.

```lean
import Mathlib

open Matrix
open scoped Kronecker

namespace PHalfGFactor

noncomputable section

/-- Operators on the product of a p shell (Cartesian basis) and a spin 1/2. -/
abbrev Op := Matrix (Fin 3 × Fin 2) (Fin 3 × Fin 2) ℂ

/-- The three orbital angular momentum matrices of a p shell in the basis x, y, z. -/
def orb : Fin 3 → Matrix (Fin 3) (Fin 3) ℂ :=
  ![!![0, 0, 0; 0, 0, -Complex.I; 0, Complex.I, 0],
    !![0, 0, Complex.I; 0, 0, 0; -Complex.I, 0, 0],
    !![0, -Complex.I, 0; Complex.I, 0, 0; 0, 0, 0]]

/-- The three Pauli matrices. -/
def pauli : Fin 3 → Matrix (Fin 2) (Fin 2) ℂ :=
  ![!![0, 1; 1, 0], !![0, -Complex.I; Complex.I, 0], !![1, 0; 0, -1]]

/-- The orbital angular momentum `L_k` on the product space. -/
def L (k : Fin 3) : Op := orb k ⊗ₖ (1 : Matrix (Fin 2) (Fin 2) ℂ)

/-- The Pauli operator `σ_k` on the product space. -/
def S (k : Fin 3) : Op := (1 : Matrix (Fin 3) (Fin 3) ℂ) ⊗ₖ pauli k

/-- The total angular momentum `J_k = L_k + σ_k / 2`. -/
def J (k : Fin 3) : Op := L k + (1 / 2 : ℂ) • S k

/-- The spin-orbit operator `L·σ`. -/
def X : Op := ∑ k, L k * S k

/-- The operator `P = (1 - L·σ) / 3`. -/
def P : Op := (1 / 3 : ℂ) • (1 - X)

/-- The operator `q L_k + σ_k` with orbital factor `q`: the magnetic moment without its prefactor,
which for an electron is minus the Bohr magneton. -/
def moment (q : ℝ) (k : Fin 3) : Op := (q : ℂ) • L k + S k

/-- The number `g` is a g factor for the orbital factor `q` if, between two projectors `P`,
the moment equals `g` times the total angular momentum along all three axes. -/
def IsGFactor (q g : ℝ) : Prop :=
  ∀ k, P * moment q k * P = (g : ℂ) • (P * J k * P)

/-- The spin-orbit operator is the sum of the Kronecker products of the orbital matrices
with the Pauli matrices. -/
lemma X_eq : X = ∑ k, orb k ⊗ₖ pauli k := by
  simp only [X, L, S, ← Matrix.mul_kronecker_mul, Matrix.mul_one, Matrix.one_mul]

/-- On a p shell with spin, `(L·σ)² = 2 - L·σ`. -/
theorem X_sq : X * X = (2 : ℂ) • (1 : Op) - X := by
  have o2 : orb 2 = !![0, -Complex.I, 0; Complex.I, 0, 0; 0, 0, 0] := rfl
  have p2 : pauli 2 = !![1, 0; 0, -1] := rfl
  rw [X_eq, Fin.sum_univ_three, o2, p2]
  -- compare the two sides entry by entry
  ext ⟨a, s⟩ ⟨b, t⟩
  fin_cases a <;> fin_cases s <;> fin_cases b <;> fin_cases t <;>
    simp [orb, pauli, Matrix.mul_apply, Fintype.sum_prod_type, Fin.sum_univ_three,
      Fin.sum_univ_two, Matrix.kroneckerMap_apply] <;>
    norm_num

/-- The spin-orbit operator equals `-2` on the range of `P`, from either side. -/
theorem X_on_P : X * P = (-2 : ℂ) • P ∧ P * X = (-2 : ℂ) • P := by
  constructor
  · simp only [P, Matrix.mul_smul, Matrix.mul_sub, Matrix.mul_one, X_sq]
    module
  · simp only [P, Matrix.smul_mul, Matrix.sub_mul, Matrix.one_mul, X_sq]
    module

/-- The operator `P` is an orthogonal projector of trace 2. -/
theorem P_projector : P * P = P ∧ Pᴴ = P ∧ P.trace = 2 := by
  refine ⟨?_, ?_, ?_⟩
  · simp only [P, Matrix.smul_mul, Matrix.mul_smul, Matrix.sub_mul, Matrix.mul_sub,
      Matrix.one_mul, Matrix.mul_one, X_sq]
    module
  · have ho : ∀ k, (orb k)ᴴ = orb k := by
      intro k
      ext i j
      fin_cases k <;> fin_cases i <;> fin_cases j <;> simp [orb]
    have hp : ∀ k, (pauli k)ᴴ = pauli k := by
      intro k
      ext i j
      fin_cases k <;> fin_cases i <;> fin_cases j <;> simp [pauli]
    have hX : Xᴴ = X := by
      rw [X_eq]
      simp only [Matrix.conjTranspose_sum, Matrix.conjTranspose_kronecker, ho, hp]
    simp [P, Matrix.conjTranspose_smul, hX]
  · have hX : X.trace = 0 := by
      rw [X_eq]
      simp [Matrix.trace_kronecker, Fin.sum_univ_three, pauli,
        Matrix.trace_fin_two]
    rw [P, Matrix.trace_smul, Matrix.trace_sub, hX, Matrix.trace_one]
    norm_num [Fintype.card_prod]

/-- The anticommutator of `L·σ` with `σ_k` is `2 L_k`. -/
theorem X_anticomm (k : Fin 3) : X * S k + S k * X = (2 : ℂ) • L k := by
  have hp : ∀ j, pauli j * pauli k + pauli k * pauli j
      = if j = k then (2 : ℂ) • (1 : Matrix (Fin 2) (Fin 2) ℂ) else 0 := by
    intro j
    ext a b
    fin_cases j <;> fin_cases k <;> fin_cases a <;> fin_cases b <;>
      simp [pauli] <;>
      norm_num
  rw [X_eq]
  simp only [S, L, Finset.sum_mul, Finset.mul_sum, ← Finset.sum_add_distrib,
    ← Matrix.mul_kronecker_mul, Matrix.one_mul, Matrix.mul_one, ← Matrix.kronecker_add, hp]
  -- only the term j = k survives
  rw [Finset.sum_eq_single k]
  · simp [Matrix.kronecker_smul]
  · intro j _ hj
    simp [hj]
  · simp

/-- Between two projectors `P`, the orbital momentum is `-2` times the Pauli operator. -/
theorem P_L_P (k : Fin 3) : P * L k * P = (-2 : ℂ) • (P * S k * P) := by
  have h : (P * X) * S k * P + P * S k * (X * P) = P * ((2 : ℂ) • L k) * P := by
    rw [← X_anticomm]
    noncomm_ring
  rw [X_on_P.1, X_on_P.2] at h
  simp only [Matrix.smul_mul, Matrix.mul_smul] at h
  linear_combination (norm := module) (-1 / 2 : ℂ) • h

/-- For every real `q` and every axis, `P (q L_k + σ_k) P = ((4q - 2)/3) P J_k P`. -/
theorem projected_moment (q : ℝ) (k : Fin 3) :
    P * moment q k * P = ((4 * (q : ℂ) - 2) / 3) • (P * J k * P) := by
  simp only [moment, J, Matrix.mul_add, Matrix.add_mul, Matrix.mul_smul, Matrix.smul_mul,
    P_L_P]
  module

/-- The total angular momentum maps the range of `P` into itself: `P J_k P = J_k P`. -/
theorem P_J_P (k : Fin 3) : P * J k * P = J k * P := by
  have h : X * S k * P + S k * (X * P) = (2 : ℂ) • (L k * P) := by
    rw [← Matrix.smul_mul, ← X_anticomm]
    noncomm_ring
  rw [X_on_P.1, Matrix.mul_smul] at h
  have e : P * S k = (1 / 3 : ℂ) • (S k - X * S k) := by
    simp only [P, Matrix.smul_mul, Matrix.sub_mul, Matrix.one_mul]
  simp only [J, Matrix.mul_add, Matrix.add_mul, Matrix.mul_smul, Matrix.smul_mul, P_L_P]
  rw [e, Matrix.smul_mul, Matrix.sub_mul]
  linear_combination (norm := module) (1 / 2 : ℂ) • h

/-- The projected `J_z` is not zero. -/
theorem P_Jz_P_ne_zero : P * J 2 * P ≠ 0 := by
  have hv : (J 2 * P) (0, 0) (0, 0) = -1 / 6 := by
    simp [J, L, S, P, X_eq, orb, pauli, Matrix.mul_apply, Fintype.sum_prod_type,
      Fin.sum_univ_succ, Matrix.one_apply, Matrix.kroneckerMap_apply]
    linear_combination (1 / 3 : ℂ) * Complex.I_mul_I
  intro h
  rw [P_J_P] at h
  rw [h] at hv
  norm_num at hv

/-- The p1/2 doublet with orbital factor `q` has exactly one g factor, `(4q - 2)/3`. -/
theorem isGFactor_iff (q g : ℝ) : IsGFactor q g ↔ g = (4 * q - 2) / 3 := by
  constructor
  · intro h
    have h2 := h 2
    rw [projected_moment] at h2
    -- the projected J_z is nonzero, so its coefficients agree
    have h3 : (4 * (q : ℂ) - 2) / 3 = (g : ℂ) := smul_left_injective ℂ P_Jz_P_ne_zero h2
    exact_mod_cast h3.symm
  · rintro rfl k
    rw [projected_moment]
    push_cast
    rfl

/-- The g factor of the doublet is `2/3` for a p shell (`q = 1`) and `-2` for an ideal t2g shell
(`q = -1`). -/
theorem g_p_shell_and_t2g : IsGFactor 1 (2 / 3) ∧ IsGFactor (-1) (-2) := by
  constructor <;> rw [isGFactor_iff] <;> norm_num

/-- Covalent reduction in a t2g shell: if the orbital factor goes from `-κ` to `-κ'` with
`0 ≤ κ' < κ`, the magnitude of the g factor decreases. -/
theorem covalent_reduction {κ κ' g g' : ℝ} (h0 : 0 ≤ κ') (hlt : κ' < κ)
    (hg : IsGFactor (-κ) g) (hg' : IsGFactor (-κ') g') : |g'| < |g| := by
  rw [isGFactor_iff] at hg hg'
  have h1 : g < 0 := by linarith
  have h2 : g' < 0 := by linarith
  rw [abs_of_neg h1, abs_of_neg h2]
  linarith

end

end PHalfGFactor
```

```lean
#print axioms PHalfGFactor.P_projector
#print axioms PHalfGFactor.g_p_shell_and_t2g
#print axioms PHalfGFactor.covalent_reduction
```

```
'PHalfGFactor.P_projector' depends on axioms: [propext, Classical.choice, Quot.sound]
'PHalfGFactor.g_p_shell_and_t2g' depends on axioms: [propext, Classical.choice, Quot.sound]
'PHalfGFactor.covalent_reduction' depends on axioms: [propext, Classical.choice, Quot.sound]
```

## Definitions, conventions and the limits of the model

`Op` is the type of complex matrices whose rows and columns are labelled by a pair: an orbital index in `Fin 3` for the Cartesian functions $x,y,z$ and a spin index in `Fin 2` for up and down. `orb` and `pauli` hold the small matrices. `L k` and `S k` are their extensions to the product space, so `S k` is $\sigma_k$ and not the spin $\sigma_k/2$. `J`, `X` and `P` are the operators defined above.

`moment q k` is $qL_k+\sigma_k$. This fixes the spin g factor at exactly 2 and leaves out the Bohr magneton. It also leaves out the minus sign of the electron's magnetic moment, so the operator is the one that multiplies the field in the Zeeman energy. A code that uses the measured spin g factor will differ slightly from the reference values.

`IsGFactor q g` says that one real number $g$ works on all three axes. The theorem `isGFactor_iff` states that this is the case if and only if $g=(4q-2)/3$, for all real $q$ and $g$. That $P$ is an orthogonal projector of trace 2, on whose range $L\cdot\sigma$ equals $-2$, is proved from the matrices and not assumed.

`g_p_shell_and_t2g` gives the values at $q=1$ and $q=-1$. `covalent_reduction` takes g factors for $-\kappa$ and $-\kappa'$ with $0\le\kappa'<\kappa$ and concludes that $|g'|<|g|$; it needs no upper bound on $\kappa$.

Some of the physics enters as input. The file contains no d orbitals, so the replacement of the $t_{2g}$ orbital momentum by minus the p-shell matrices is taken over from ligand-field theory, and for that shell $J_k$ is an effective angular momentum built from the p-type matrices. The factor $\kappa$ is likewise a parameter, not computed from ligand admixture, and the same doublet is used for every value of it.

The model has no Hamiltonian. It does not determine whether the doublet is the ground state, and it contains neither a low-symmetry ligand field, which would mix the doublet with the quartet and can make the g tensor anisotropic, nor terms of second order in the field. Electron repulsion is absent too. For a real complex, a deviation from $(4q-2)/3$ may therefore be physical; in the isolated-shell test with the uncorrected operator $qL_k+\sigma_k$ it points to an error in the operators, the projector or the conventions.
